# On a line with cell length $L \neq 0$, a twist $\theta$ admits a nonzero real wave function exactly when $e^{2i\theta} = 1$

## Which twists allow real arithmetic?

I run diffusion Monte Carlo on a solid in a periodic simulation cell and average over twisted boundary conditions. In one dimension, with cell length $L$ and twist angle $\theta$, the wave function obeys $f(x+L) = e^{i\theta} f(x)$. The fixed-node method needs a trial function that is real up to a constant phase factor, and for one whose phase varies continuously with position I switch to fixed phase. The rule I was given is that a real function is available only at the periodic twist $\theta = 0$ and the antiperiodic twist $\theta = \pi$, that is, when $e^{2i\theta} = 1$. I would like both directions made rigorous and machine-checked: that at these twists a nonzero complex $f$ yields a nonzero real function with the same twist, and that at any other twist no nonzero real function exists. I would also like to know whether the real function is still an eigenfunction when $f$ is one.

## The phase must be real, and then it passes through Re and Im

The rule is correct, and an eigenfunction with real energy gives a real eigenfunction provided the Hamiltonian is linear and commutes with complex conjugation. The argument works for any number of cell translations $L_j$ with real angles $\theta_j$, so take a nonzero $f$ with $f(x + L_j) = e^{i\theta_j} f(x)$ for all $j$ and all $x$.

For a real angle $\theta$ put $u = e^{i\theta}$, so that $u^* = e^{-i\theta}$ and $u^* u = 1$. If $u^2 = 1$, multiplying by $u^*$ gives $u = u^*$. If $u = u^*$, then $u^2 = u^* u = 1$. Hence $e^{2i\theta} = 1$ says that the phase is real. It also says $2\theta = 2\pi n$ for an integer $n$, so $\theta = n\pi$ and $u = \pm 1$.

Suppose every $u_j = e^{i\theta_j}$ is real. The real and imaginary parts of $f(x+L_j) = u_j f(x)$ are

$$\operatorname{Re} f(x+L_j) = u_j \operatorname{Re} f(x), \qquad \operatorname{Im} f(x+L_j) = u_j \operatorname{Im} f(x),$$

so both parts carry the twist of $f$. If both vanished everywhere, $f$ would be zero, so at least one is nonzero. Conjugation gives another view of this: $f^*(x+L_j) = e^{-i\theta_j} f^*(x)$ has the opposite twist, and the two phases coincide when $u_j$ is real.

Conversely, let $g$ be real, with $g(x+L_j) = u_j\, g(x)$ and $g(x_0) \neq 0$ at some point $x_0$. The imaginary part of the relation at $x_0$ reads $0 = (\operatorname{Im} u_j)\, g(x_0)$. Therefore $\operatorname{Im} u_j = 0$ and $e^{2i\theta_j} = 1$ for every $j$.

Now let $H$ be a linear operator with $H(\varphi^*) = (H\varphi)^*$ for all functions $\varphi$, and let $Hf = Ef$ with $E$ real. Then $H f^* = (Ef)^* = E f^*$. Since $\operatorname{Re} f = (f + f^*)/2$ and $\operatorname{Im} f = (f - f^*)/2i$, linearity gives $H \operatorname{Re} f = E \operatorname{Re} f$ and the same for $\operatorname{Im} f$. A part that is nonzero is therefore a real eigenfunction with the same energy, and if every $u_j$ is real it also has the twist of $f$.

On the line with $L \neq 0$, the plane wave $e^{ikx}$ with wave number $k = \theta/L$ is nonzero and has twist $kL = \theta$. Feeding it into the first direction produces a real function whenever $e^{2i\theta} = 1$, and the converse excludes all other angles.

```lean
import Mathlib

open Complex ComplexConjugate

namespace TwistedBoundary

noncomputable section

variable {X ι : Type*}

/-- Twisted boundary conditions: translating by the cell vector `L j` multiplies the
wave function by the phase `exp(i θ j)`. -/
def HasTwist [Add X] (L : ι → X) (θ : ι → ℝ) (f : X → ℂ) : Prop :=
  ∀ j x, f (x + L j) = exp (θ j * I) * f x

/-- Every twist angle satisfies `exp(2 i θ j) = 1`. -/
def RealTwist (θ : ι → ℝ) : Prop :=
  ∀ j, exp (2 * θ j * I) = 1

/-- A real function regarded as a complex wave function. -/
def asComplex (g : X → ℝ) : X → ℂ := fun x => (g x : ℂ)

/-- The real part of a wave function. -/
def rePart (f : X → ℂ) : X → ℝ := fun x => (f x).re

/-- The imaginary part of a wave function. -/
def imPart (f : X → ℂ) : X → ℝ := fun x => (f x).im

/-- The plane wave `exp(i k x)` on the line. -/
def planeWave (k : ℝ) : ℝ → ℂ := fun x => exp (k * x * I)

/-- The hopping operator `(H φ)(x) = -(φ(x + a) + φ(x - a))` on the line. -/
def hopping (a : ℝ) : (ℝ → ℂ) →ₗ[ℂ] (ℝ → ℂ) where
  toFun φ := fun x => -(φ (x + a) + φ (x - a))
  map_add' φ ψ := by
    funext x
    simp only [Pi.add_apply]
    ring
  map_smul' c φ := by
    funext x
    simp only [Pi.smul_apply, smul_eq_mul, RingHom.id_apply]
    ring

/-- `exp(2 i θ) = 1` holds exactly when `θ` is an integer multiple of `π`. -/
theorem phase_sq_eq_one_iff_int (θ : ℝ) :
    exp (2 * θ * I) = 1 ↔ ∃ n : ℤ, θ = n * Real.pi := by
  rw [exp_eq_one_iff]
  constructor
  · rintro ⟨n, h⟩
    refine ⟨n, ?_⟩
    have h1 := congrArg Complex.im h
    simp at h1
    linarith
  · rintro ⟨n, h⟩
    refine ⟨n, ?_⟩
    rw [h]
    push_cast
    ring

/-- `exp(2 i θ) = 1` holds exactly when the phase `exp(i θ)` equals its conjugate. -/
theorem phase_sq_eq_one_iff_conj (θ : ℝ) :
    exp (2 * θ * I) = 1 ↔ conj (exp (θ * I)) = exp (θ * I) := by
  have hc : conj (exp (θ * I)) = exp (-(θ * I)) := by
    rw [← exp_conj]
    congr 1
    simp
  have h2 : exp (2 * θ * I) = exp (θ * I) * exp (θ * I) := by
    rw [← exp_add]
    congr 1
    ring
  have hm : exp (-(θ * I)) * exp (θ * I) = 1 := by
    rw [← exp_add, neg_add_cancel, exp_zero]
  rw [hc, h2]
  constructor
  · intro h
    linear_combination (-exp (-(θ * I))) * h + exp (θ * I) * hm
  · intro h
    linear_combination hm - exp (θ * I) * h

/-- Complex conjugation of the wave function reverses the twist angles. -/
theorem conj_twist [Add X] {L : ι → X} {θ : ι → ℝ} {f : X → ℂ} (hf : HasTwist L θ f) :
    HasTwist L (-θ) (star f) := by
  intro j x
  show conj (f (x + L j)) = exp (((-θ j : ℝ) : ℂ) * I) * conj (f x)
  rw [hf j x, map_mul, ← exp_conj]
  congr 2
  simp

/-- If `exp(2 i θ j) = 1` for all `j`, the real and imaginary parts of a wave function
with twist `θ` both have twist `θ`. -/
theorem re_im_twist [Add X] {L : ι → X} {θ : ι → ℝ} {f : X → ℂ} (hf : HasTwist L θ f)
    (hθ : RealTwist θ) :
    HasTwist L θ (asComplex (rePart f)) ∧ HasTwist L θ (asComplex (imPart f)) := by
  -- the phase is real, so it passes through Re and Im
  have him : ∀ j, (exp (θ j * I)).im = 0 := fun j =>
    conj_eq_iff_im.mp ((phase_sq_eq_one_iff_conj (θ j)).mp (hθ j))
  constructor
  · intro j x
    have h := him j
    show (((f (x + L j)).re : ℝ) : ℂ) = exp (θ j * I) * (((f x).re : ℝ) : ℂ)
    rw [hf j x]
    generalize exp (θ j * I) = e at h ⊢
    apply Complex.ext <;> simp [h]
  · intro j x
    have h := him j
    show (((f (x + L j)).im : ℝ) : ℂ) = exp (θ j * I) * (((f x).im : ℝ) : ℂ)
    rw [hf j x]
    generalize exp (θ j * I) = e at h ⊢
    apply Complex.ext <;> simp [h]

/-- A nonzero real function with twist `θ` forces `exp(2 i θ j) = 1` for all `j`. -/
theorem realTwist_of_real [Add X] {L : ι → X} {θ : ι → ℝ} {g : X → ℝ} (hg0 : g ≠ 0)
    (hg : HasTwist L θ (asComplex g)) : RealTwist θ := by
  intro j
  obtain ⟨x, hx⟩ := Function.ne_iff.mp hg0
  have hx' : g x ≠ 0 := hx
  rw [phase_sq_eq_one_iff_conj, conj_eq_iff_im]
  have h1 : ((g (x + L j) : ℝ) : ℂ) = exp (θ j * I) * ((g x : ℝ) : ℂ) := hg j x
  generalize exp (θ j * I) = e at h1 ⊢
  -- imaginary part of the twist relation at a point where g does not vanish
  have h2 := congrArg Complex.im h1
  rw [ofReal_im, mul_im, ofReal_im, ofReal_re] at h2
  have h3 : e.im * g x = 0 := by linarith
  exact (mul_eq_zero.mp h3).resolve_right hx'

/-- Let `f` be nonzero with twist `θ`. If `exp(2 i θ j) = 1` for all `j`, then `Re f` or
`Im f` is a nonzero real function with twist `θ`; conversely any nonzero real function
with twist `θ` forces `exp(2 i θ j) = 1` for all `j`. -/
theorem real_wave_function_criterion [Add X] {L : ι → X} {θ : ι → ℝ} {f : X → ℂ}
    (hf0 : f ≠ 0) (hf : HasTwist L θ f) :
    (RealTwist θ → (rePart f ≠ 0 ∧ HasTwist L θ (asComplex (rePart f))) ∨
      (imPart f ≠ 0 ∧ HasTwist L θ (asComplex (imPart f)))) ∧
    (∀ g : X → ℝ, g ≠ 0 → HasTwist L θ (asComplex g) → RealTwist θ) := by
  refine ⟨fun hθ => ?_, fun g hg0 hg => realTwist_of_real hg0 hg⟩
  obtain ⟨hre, him⟩ := re_im_twist hf hθ
  by_cases h1 : rePart f = 0
  · refine Or.inr ⟨fun h2 => hf0 ?_, him⟩
    funext x
    apply Complex.ext
    · simpa [rePart] using congrFun h1 x
    · simpa [imPart] using congrFun h2 x
  · exact Or.inl ⟨h1, hre⟩

/-- Let `H` be linear and commute with complex conjugation, and let `f` be a nonzero
eigenfunction with real energy `E` and twist `θ`, `exp(2 i θ j) = 1`. Then `Re f` or
`Im f` is a nonzero real eigenfunction with energy `E` and twist `θ`. -/
theorem real_eigenfunction [Add X] {L : ι → X} {θ : ι → ℝ} {f : X → ℂ}
    (H : (X → ℂ) →ₗ[ℂ] (X → ℂ)) (hH : ∀ φ, H (star φ) = star (H φ)) (E : ℝ)
    (hf0 : f ≠ 0) (hf : HasTwist L θ f) (hE : H f = (E : ℂ) • f) (hθ : RealTwist θ) :
    ∃ g : X → ℝ, (g = rePart f ∨ g = imPart f) ∧ g ≠ 0 ∧ HasTwist L θ (asComplex g) ∧
      H (asComplex g) = (E : ℂ) • asComplex g := by
  -- the conjugate is an eigenfunction with the same energy
  have hs : H (star f) = (E : ℂ) • star f := by
    rw [hH, hE]
    funext x
    simp
  have hre : asComplex (rePart f) = (1 / 2 : ℂ) • (f + star f) := by
    funext x
    show (((f x).re : ℝ) : ℂ) = (1 / 2 : ℂ) * (f x + conj (f x))
    rw [re_eq_add_conj]
    ring
  have him : asComplex (imPart f) = (1 / (2 * I) : ℂ) • (f - star f) := by
    funext x
    show (((f x).im : ℝ) : ℂ) = (1 / (2 * I) : ℂ) * (f x - conj (f x))
    rw [im_eq_sub_conj]
    ring
  rcases (real_wave_function_criterion hf0 hf).1 hθ with h | h
  · refine ⟨rePart f, Or.inl rfl, h.1, h.2, ?_⟩
    rw [hre, map_smul, map_add, hE, hs, ← smul_add, smul_comm]
  · refine ⟨imPart f, Or.inr rfl, h.1, h.2, ?_⟩
    rw [him, map_smul, map_sub, hE, hs, ← smul_sub, smul_comm]

/-- The plane wave `exp(i k x)` is nonzero and has twist `θ = k L` over a cell of
length `L`. -/
theorem planeWave_twist {k L θ : ℝ} (h : k * L = θ) :
    planeWave k ≠ 0 ∧ HasTwist (fun _ : Unit => L) (fun _ => θ) (planeWave k) := by
  refine ⟨fun h0 => exp_ne_zero _ (congrFun h0 0), fun _ x => ?_⟩
  show exp (k * ((x + L : ℝ) : ℂ) * I) = exp (θ * I) * exp (k * x * I)
  rw [← exp_add, ← h]
  congr 1
  push_cast
  ring

/-- The hopping operator commutes with conjugation, and `exp(i π x)` is a nonzero eigenfunction with
energy `-2 cos(π a)` and twist `π` over a cell of length `1`, `exp(2 i π) = 1`. -/
theorem real_eigenfunction_witness (a : ℝ) :
    (∀ φ, hopping a (star φ) = star (hopping a φ)) ∧ planeWave Real.pi ≠ 0 ∧
    HasTwist (fun _ : Unit => (1 : ℝ)) (fun _ => Real.pi) (planeWave Real.pi) ∧
    hopping a (planeWave Real.pi) =
      ((-2 * Real.cos (Real.pi * a) : ℝ) : ℂ) • planeWave Real.pi ∧
    RealTwist (fun _ : Unit => Real.pi) := by
  have hp := planeWave_twist (mul_one Real.pi)
  refine ⟨fun φ => ?_, hp.1, hp.2, ?_, fun _ => exp_two_pi_mul_I⟩
  · funext x
    show -(conj (φ (x + a)) + conj (φ (x - a))) = conj (-(φ (x + a) + φ (x - a)))
    rw [map_neg, map_add]
  · funext x
    show -(exp (Real.pi * ((x + a : ℝ) : ℂ) * I) + exp (Real.pi * ((x - a : ℝ) : ℂ) * I)) =
      ((-2 * Real.cos (Real.pi * a) : ℝ) : ℂ) * exp (Real.pi * x * I)
    push_cast
    have h1 : exp ((Real.pi : ℂ) * (x + a) * I) =
        exp (Real.pi * x * I) * exp (Real.pi * a * I) := by
      rw [← exp_add]
      congr 1
      ring
    have h2 : exp ((Real.pi : ℂ) * (x - a) * I) =
        exp (Real.pi * x * I) * exp (-(Real.pi * a) * I) := by
      rw [← exp_add]
      congr 1
      ring
    rw [h1, h2]
    linear_combination exp ((Real.pi : ℂ) * x * I) * two_cos ((Real.pi : ℂ) * a)

/-- On the line with cell length `L ≠ 0`, a nonzero real function with
`g(x + L) = exp(i θ) g(x)` exists exactly when `exp(2 i θ) = 1`. -/
theorem line_real_twist_iff {L : ℝ} (hL : L ≠ 0) (θ : ℝ) :
    (∃ g : ℝ → ℝ, g ≠ 0 ∧ ∀ x, (g (x + L) : ℂ) = exp (θ * I) * g x) ↔
      exp (2 * θ * I) = 1 := by
  have hp := planeWave_twist (div_mul_cancel₀ θ hL)
  have hm := real_wave_function_criterion hp.1 hp.2
  constructor
  · rintro ⟨g, hg0, hg⟩
    exact hm.2 g hg0 (fun _ x => hg x) ()
  · intro h
    rcases hm.1 (fun _ => h) with h1 | h1
    · exact ⟨_, h1.1, fun x => h1.2 () x⟩
    · exact ⟨_, h1.1, fun x => h1.2 () x⟩

end

end TwistedBoundary
```

```lean
#print axioms TwistedBoundary.phase_sq_eq_one_iff_int
#print axioms TwistedBoundary.conj_twist
#print axioms TwistedBoundary.real_eigenfunction
#print axioms TwistedBoundary.line_real_twist_iff
```

```
'TwistedBoundary.phase_sq_eq_one_iff_int' depends on axioms: [propext, Classical.choice, Quot.sound]
'TwistedBoundary.conj_twist' depends on axioms: [propext, Classical.choice, Quot.sound]
'TwistedBoundary.real_eigenfunction' depends on axioms: [propext, Classical.choice, Quot.sound]
'TwistedBoundary.line_real_twist_iff' depends on axioms: [propext, Classical.choice, Quot.sound]
```

## Configurations, cell vectors and twists in Lean

Configurations form a type `X` of which only an addition is required, and `ι` indexes the translations. `L j` is $L_j$, `θ j` is $\theta_j$, and `HasTwist L θ f` is the boundary condition with the sign convention $e^{+i\theta_j}$ for a shift by $+L_j$. The line is `X = ℝ` with the one-element index type `Unit`. For $N$ electrons in three dimensions, `X` is $\mathbb{R}^{3N}$ and $j$ runs over pairs of an electron and a cell vector, `L j` moving that electron alone. `RealTwist θ` is $e^{2i\theta_j} = 1$ for all $j$. A real function has type `X → ℝ` and enters `HasTwist` through `asComplex`, `star f` is the pointwise conjugate $f^*$, and `f ≠ 0` means nonzero at one point or more.

`real_wave_function_criterion` takes a nonzero `f` with twist `θ` and states two things. If `RealTwist θ` holds, then `rePart f` is nonzero with twist `θ` or `imPart f` is. And every nonzero real `g` with twist `θ` forces `RealTwist θ`; this half makes no use of `f`. The "or" is needed, since the constant $f = i$ at $\theta = 0$ has zero real part.

`real_eigenfunction` adds `H`, the hypothesis `hH` and the eigenvalue equation `hE`. The hypothesis `hH` stands for time-reversal symmetry of a scalar wave function, with no magnetic field and no spin–orbit coupling, and it is assumed, as is the reality of `E`. The operator acts on all functions `X → ℂ`, which fits lattice and finite-difference Hamiltonians; the continuum operator $-\tfrac12\nabla^2 + V$, defined only on differentiable functions, is not directly an instance. Functions carry no continuity, norm, spin or antisymmetry, and nothing is said about `f` being a ground state or about the quality of the nodes of the real function.

`real_eigenfunction_witness` supplies a concrete case for every hopping distance $a$: the operator $(H\varphi)(x) = -[\varphi(x+a) + \varphi(x-a)]$ commutes with conjugation, and $e^{i\pi x}$ is a nonzero eigenfunction with $E = -2\cos \pi a$ and twist $\pi$ over $L = 1$. `line_real_twist_iff` is the equivalence in the title. Its hypothesis `hL` matters, because $L = 0$ with $\theta = \pi$ would demand $g = -g$.

## From the algebra to the tactics

`phase_sq_eq_one_iff_int` rewrites with `exp_eq_one_iff` to $2\theta i = n \cdot 2\pi i$ and compares imaginary parts. In `phase_sq_eq_one_iff_conj`, `hc` is $u^* = e^{-i\theta}$, `h2` is $e^{2i\theta} = u\,u$ and `hm` is $u^* u = 1$. The two `linear_combination` calls are the identities $u^* - u = -u^*(u^2 - 1) + u(u^* u - 1)$ and $u^2 - 1 = (u^* u - 1) - u(u^* - u)$. `conj_twist` records that conjugation reverses the twist; like the integer characterisation, it stands by itself and later proofs do not call it.

`re_im_twist` first gets `him`, the vanishing of $\operatorname{Im} u_j$. It then replaces the exponential by an arbitrary complex number `e` through `generalize` and compares components. `realTwist_of_real` picks the point `x` where `g` is nonzero, takes the imaginary part in `h2`, arrives at `e.im * g x = 0` and discards the second factor. The main theorem splits on `rePart f = 0`: if so, a vanishing `imPart f` would contradict `hf0`. In `real_eigenfunction`, `hs` is $Hf^* = Ef^*$, `hre` and `him` are the two decompositions, and `map_smul` with `map_add` or `map_sub` is linearity. `planeWave_twist` expands $k(x+L)$, and the witness splits $e^{i\pi(x \pm a)}$ and sums with `two_cos`. The last theorem applies the criterion to the plane wave with $k = \theta/L$.

## Numbers at $\theta = \pi$ and $\theta = \pi/2$

Take $L = 1$, $f(x) = e^{i\pi x}$ and $a = 1/3$, so $E = -2\cos(\pi/3) = -1$. At $x = 1/3$, $f = 0.500 + 0.866\,i$, and $f(4/3) = -0.500 - 0.866\,i$, so both parts change sign across the cell. For $g = \cos \pi x$, $(Hg)(1/3) = -[\cos(2\pi/3) + \cos 0] = -0.500 = E\,g(1/3)$. For $g = \sin \pi x$, $(Hg)(1/3) = -[\sin(2\pi/3) + \sin 0] = -0.866 = E\,g(1/3)$. Over one cell $f$ has unit norm, while each part has squared norm $1/2$, so the normalised real functions are $\sqrt2\cos\pi x$ and $\sqrt2\sin\pi x$. For $\theta = \pi/2$ and $f = e^{i\pi x/2}$, the twist would require $\operatorname{Re} f(1) = i \operatorname{Re} f(0) = i$, whereas $\operatorname{Re} f(1) = 0$.

## Choosing fixed node or fixed phase on a twist grid

For scalar wave functions and a Hamiltonian that commutes with conjugation, the result sorts the twists of an average into those where a real trial function is possible and those where none exists; a constant phase factor leaves the twist relation unchanged, so the excluded twists also admit no nonzero function that is real up to such a factor. That remark and what follows apply the result to a code and go beyond the theorems in the file. With twist wave vector $\mathbf k_s$ and cell vectors $\mathbf L_j$, the angles are $\theta_j = \mathbf k_s \cdot \mathbf L_j$, and the test is whether each $\theta_j/\pi$ is an integer within a tolerance, equivalently whether $2\mathbf k_s$ is a reciprocal lattice vector of the simulation cell. In three dimensions eight inequivalent twists pass. On the grid $\theta_j = 2\pi m_j/4$ with $m_j = 0,\dots,3$, the values $0$ and $\pi$ pass in each direction, which is 8 of the 64 points. In floating point, keeping the part with the larger norm is safer than testing for zero, since the squared norms of the two parts add up to that of $f$. Here $f$ is the whole many-electron function: applied orbital by orbital, the same choice can turn both $e^{ikx}$ and $e^{-ikx}$ into $\cos kx$, and a determinant that contains both orbitals then vanishes. At a twist that passes, the real part of a trial function that is not an eigenfunction keeps the twist, but its variational energy can differ from that of $f$.
